# A response function with finitely many simple poles vanishes at infinite complex frequency

The lemma `response_tendsto_zero` concerns a response function written as a finite sum of pole terms, χ(z) = ∑ r_j / (p_j − z), and says that χ(z) tends to 0 as |z| grows without bound, in whatever direction of the complex plane. The strengths r_j and the poles p_j are arbitrary complex numbers; they are not derived from a Hamiltonian, and the poles need be neither real nor distinct. The proof first shows that each term tends to zero, because |p_j − z| tends to infinity and so the inverse of p_j − z tends to 0. It then adds up the finitely many limits.

This version doesn't compile in Lean 4 with Mathlib:

```lean
import Mathlib

open Filter Topology Bornology MeasureTheory

noncomputable section

namespace ResponseTendstoZero

variable {ι : Type*} [Fintype ι]

/-- The response function `χ(z) = ∑ r_j / (p_j - z)`, for `z` different from all poles `p_j`. -/
def response (r p : ι → ℂ) (z : ℂ) : ℂ := ∑ j, r j / (p j - z)

private lemma norm_sub_atTop (a : ℂ) :
    Tendsto (fun z : ℂ => ‖a - z‖) (cobounded ℂ) atTop := by
  refine tendsto_atTop_mono (fun z => ?_)
    (tendsto_atTop_add_const_right _ (-‖a‖) (tendsto_norm_cobounded_atTop (E := ℂ)))
  have h := norm_sub_norm_le z a
  rw [norm_sub_rev] at h
  linarith

private lemma response_tendsto_zero (r p : ι → ℂ) :
    Tendsto (response r p) (cobounded ℂ) (𝓝 0) := by
  have h : ∀ j, Tendsto (fun z => r j / (p j - z)) (cobounded ℂ) (𝓝 0) := by
    intro j
    have h1 := tendsto_inv₀_cobounded.comp
      (tendsto_norm_atTop_iff_cobounded.1 (norm_sub_atTop (p j)))
    simpa [div_eq_mul_inv, Function.comp_def] using h1.const_mul (r j)
  simpa [response] using tendsto_finset_sum Finset.univ fun j _ => h j

end ResponseTendstoZero
```

Lean reports:

```
Main.lean:29:25: warning: `tendsto_finset_sum` has been deprecated: Use `tendsto_finsetSum` instead
Main.lean:29:2: error: Type mismatch: After simplification, term
  tendsto_finset_sum Finset.univ fun j x => h j
 has type
  @Tendsto ℂ ℂ (fun b => ∑ c, r c / (p c - b)) (cobounded ℂ) (𝓝 0)
but is expected to have type
  @Tendsto ℂ ℂ (response r p) (cobounded ℂ) (𝓝 0)
```

The error is a type mismatch between two forms of the same function. The summed limit is about `fun b => ∑ c, r c / (p c - b)`, while the goal still says `response r p`. `response` is defined with three arguments, and `simp [response]` unfolds it only where all three are present. In the goal the frequency is missing, so nothing is unfolded, and the final comparison made by `simpa` does not unfold ordinary definitions either.

The repair ends with `exact h2`, whose check may unfold `response`, and the two functions then agree. Before that, the limit in `h2` is a sum of zeros, which `simp only [Finset.sum_const_zero]` turns into the 0 of the goal; in the failed attempt `simpa` had already done this step.

The change from `tendsto_finset_sum` to `tendsto_finsetSum` only answers the deprecation warning and has no part in curing the error.

As a diff, the version that Lean accepts:

```diff
@@ -27,5 +27,7 @@
       (tendsto_norm_atTop_iff_cobounded.1 (norm_sub_atTop (p j)))
     simpa [div_eq_mul_inv, Function.comp_def] using h1.const_mul (r j)
-  simpa [response] using tendsto_finset_sum Finset.univ fun j _ => h j
+  have h2 := tendsto_finsetSum Finset.univ fun j _ => h j
+  simp only [Finset.sum_const_zero] at h2
+  exact h2
 
 end ResponseTendstoZero
```
